# In a dimerised tight-binding ring of at least two cells with its lower band filled, the stronger hopping carries the larger bond order

## Does the integrated COHP always single out the strong bond of a dimerised tight-binding ring?

After filling the lower band of a dimerised chain, I multiply the density-matrix element of each bond by its Hamiltonian element. The product is the bond's integrated COHP (crystal orbital Hamilton population), and I read the more negative value as the stronger bond. With hoppings $-t_1$ inside a cell and $-t_2$ between cells, $t_1>t_2>0$, this reading could fail if the density matrix favoured the weak bond strongly enough.

I expect the intracell element to be strictly larger for every ring of $N\ge2$ cells, not only for long chains. Can this be proved rigorously, with the proof checked by machine?

## Yes: the sum and the difference of the two elements are both positive

**Orbitals and energies.** Label the wave numbers by $k\in\{0,\dots,N-1\}$, modulo $N$, and set

$$\theta_k=\frac{2\pi k}{N},\qquad f_k=t_1+t_2e^{i\theta_k},\qquad u_k=\frac{f_k}{|f_k|}.$$

The division is allowed because $\operatorname{Re}f_k\ge t_1-t_2>0$. For a band sign $s=\pm1$, give the first and second sites of cell $m$ the amplitudes

$$\frac{e^{i\theta_k m}}{\sqrt{2N}},\qquad \frac{s\,u_k\,e^{i\theta_k m}}{\sqrt{2N}}.$$

On a first site the Hamiltonian produces the factor $-(t_1+t_2e^{-i\theta_k})\,s\,u_k=-s\,\bar f_k u_k=-s|f_k|$. On a second site it produces $-f_k=-|f_k|u_k=-s|f_k|\,(s\,u_k)$, since $s^2=1$. The energy is therefore $-s|f_k|$.

The overlap of orbitals $(k,s)$ and $(k',s')$ contains $\sum_m e^{i(\theta_{k'}-\theta_k)m}$, which is $N$ for $k=k'$ and zero otherwise. At equal $k$ the overlap is $(1+ss')/2$. The $2N$ orbitals are thus orthonormal, and the $N$ with $s=1$ are exactly those of negative energy.

**Bond orders.** Filling $s=1$ and summing $\psi(r)\overline{\psi(r')}$ gives, within a cell, $\sum_k\bar f_k/(2N|f_k|)$. For the bond to the next cell each term gains a factor $e^{i\theta_k}$, and $e^{i\theta_k}\bar f_k=t_1e^{i\theta_k}+t_2$. The terms for $k$ and $-k$ are complex conjugates, so both sums are real:

$$p_1=\sum_k\frac{t_1+t_2\cos\theta_k}{2N|f_k|},\qquad p_2=\sum_k\frac{t_2+t_1\cos\theta_k}{2N|f_k|}.$$

**Comparison.** Adding and subtracting,

$$p_1\pm p_2=\sum_k\frac{(t_1\pm t_2)(1\pm\cos\theta_k)}{2N|f_k|}.$$

No term is negative. The sum $p_1+p_2$ has a positive term at $k=0$. The difference $p_1-p_2$ has one at $k=1$, where $\cos\theta_1<1$ because $N\ge2$. Hence $|p_2|<p_1$, which is stronger than $p_2<p_1$. For the weighted bond orders,

$$t_1p_1-t_2p_2=(t_1-t_2)p_1+t_2(p_1-p_2)>0,$$

so $-t_1p_1<-t_2p_2$, as your reading requires.

The smallest ring, $N=2$, makes a quick test: $p_1=1/2$ and $p_2=0$ for every $t_1>t_2>0$.

**How the Lean objects map to the physics.** A site is a pair in `ZMod N × Bool`: a cell index that wraps around the ring, and `false` or `true` for the first or second site. `phase k` is $e^{i\theta_k}$, `bloch` is $f_k$ and `relPhase` is $u_k$. `hamiltonian` acts directly on site amplitudes, and `density` sums over the orbitals with `s = 1`. `intracell` and `intercell` are the real parts of its elements, that is, $p_1$ and $p_2$.

The main theorem, `abs_intercell_lt_intracell`, says that for `2 ≤ N`, `0 < t2` and `t2 < t1`, $|p_2|<p_1$ holds at every cell `m`. `weighted_bond_order_lt` gives the ordering of the weighted bond orders under the same hypotheses.

Bond orders are per spin, and the weighted ones count each bond in one direction. Counting both spins and both directions multiplies both sides by the same positive factor. Plotting $-$COHP reverses the sign.

The hoppings are fixed inputs that stand for the electronic coupling across a short and a long bond. The model has orthogonal site orbitals of equal energy (taken as zero), no electron interaction, no lattice relaxation and no partial filling. Within this model, the more negative integrated COHP marks the bond with the stronger hopping. The theorem does not settle the reading for COHPs computed for a real material.

```lean
import Mathlib

open ComplexConjugate

namespace DimerisedRing

noncomputable section

variable {N : ℕ} [NeZero N]

/-- The Bloch phase factor `exp (2 π i k / N)` of the ring. -/
def phase (k : ZMod N) : ℂ := ZMod.stdAddChar k

/-- The structure factor `t1 + t2 exp (2 π i k / N)` of the dimerised ring. -/
def bloch (t1 t2 : ℝ) (k : ZMod N) : ℂ := t1 + t2 * phase k

/-- The phase of the second site relative to the first in the lower band. -/
def relPhase (t1 t2 : ℝ) (k : ZMod N) : ℂ := bloch t1 t2 k / (‖bloch t1 t2 k‖ : ℝ)

/-- The Hamiltonian with hopping `-t1` within a cell and `-t2` between cells;
`false` and `true` label the first and second site of a cell. -/
def hamiltonian (t1 t2 : ℝ) (c : ZMod N × Bool → ℂ) : ZMod N × Bool → ℂ
  | (m, false) => -t1 * c (m, true) - t2 * c (m - 1, true)
  | (m, true) => -t1 * c (m, false) - t2 * c (m + 1, false)

/-- The Bloch orbital of wave number `k`; `s = 1` is the lower band, `s = -1` the upper. -/
def orbital (t1 t2 s : ℝ) (k : ZMod N) : ZMod N × Bool → ℂ
  | (m, false) => phase (k * m) / (√(2 * (N : ℝ)) : ℝ)
  | (m, true) => s * relPhase t1 t2 k * phase (k * m) / (√(2 * (N : ℝ)) : ℝ)

/-- The one-particle density matrix, per spin, of the filled lower band. -/
def density (t1 t2 : ℝ) (r r' : ZMod N × Bool) : ℂ :=
  ∑ k : ZMod N, orbital t1 t2 1 k r * conj (orbital t1 t2 1 k r')

/-- The bond order between the two sites of cell `m`. -/
def intracell (t1 t2 : ℝ) (m : ZMod N) : ℝ := (density t1 t2 (m, false) (m, true)).re

/-- The bond order between cell `m` and the next cell. -/
def intercell (t1 t2 : ℝ) (m : ZMod N) : ℝ := (density t1 t2 (m + 1, false) (m, true)).re

/-- Conjugating a Bloch phase reverses the wave number, and the phase has unit modulus. -/
theorem phase_conj (k : ZMod N) :
    conj (phase k) = phase (-k) ∧ phase k * conj (phase k) = 1 := by
  have h : conj (phase k) = phase (-k) := by
    unfold phase
    rw [ZMod.stdAddChar_apply, ZMod.stdAddChar_apply, AddChar.map_neg_eq_inv,
      Circle.coe_inv_eq_conj]
  refine ⟨h, ?_⟩
  rw [h]
  unfold phase
  rw [← AddChar.map_add_eq_mul, add_neg_cancel, AddChar.map_zero_eq_one]

/-- The real part of a Bloch phase lies between -1 and 1. -/
theorem phase_re_abs (k : ZMod N) : |(phase k).re| ≤ 1 := by
  have h := Complex.abs_re_le_norm (phase k)
  have h1 : ‖phase k‖ = 1 := by
    rw [phase, ZMod.stdAddChar_apply]
    exact Circle.norm_coe _
  rwa [h1] at h

/-- For `t1 > t2 > 0` the structure factor vanishes at no wave number. -/
theorem bloch_ne_zero {t1 t2 : ℝ} (h2 : 0 < t2) (h12 : t2 < t1) (k : ZMod N) :
    bloch t1 t2 k ≠ 0 := by
  intro h
  have hr : (bloch t1 t2 k).re = t1 + t2 * (phase k).re := by simp [bloch]
  rw [h, Complex.zero_re] at hr
  have hx := (abs_le.mp (phase_re_abs k)).1
  nlinarith [mul_nonneg h2.le (by linarith : 0 ≤ 1 + (phase k).re)]

/-- For `t1 > t2 > 0`, each Bloch orbital satisfies the eigenvalue equation of the Hamiltonian, with
energy `-|t1 + t2 exp (2 π i k / N)|` in the lower band (`s = 1`) and the opposite energy in the
upper band (`s = -1`). -/
theorem hamiltonian_orbital {t1 t2 s : ℝ} (h2 : 0 < t2) (h12 : t2 < t1) (hs : s ^ 2 = 1)
    (k : ZMod N) (r : ZMod N × Bool) :
    hamiltonian t1 t2 (orbital t1 t2 s k) r
      = -(s * (‖bloch t1 t2 k‖ : ℝ)) * orbital t1 t2 s k r := by
  have hn : ((‖bloch t1 t2 k‖ : ℝ) : ℂ) ≠ 0 :=
    Complex.ofReal_ne_zero.mpr (norm_ne_zero_iff.mpr (bloch_ne_zero h2 h12 k))
  have hs' : (s : ℂ) ^ 2 = 1 := by exact_mod_cast hs
  have hv : ((‖bloch t1 t2 k‖ : ℝ) : ℂ) * relPhase t1 t2 k = t1 + t2 * phase k :=
    by
      have h : ((‖bloch t1 t2 k‖ : ℝ) : ℂ) * (bloch t1 t2 k / (‖bloch t1 t2 k‖ : ℝ))
          = bloch t1 t2 k := by
        field_simp
      rw [relPhase, h, bloch]
  have hc : conj (bloch t1 t2 k) = t1 + t2 * phase (-k) := by
    simp only [bloch, map_add, map_mul, Complex.conj_ofReal, (phase_conj k).1]
  have hu : relPhase t1 t2 k * (t1 + t2 * phase (-k)) = (‖bloch t1 t2 k‖ : ℝ) := by
    rw [← hc, relPhase, div_mul_eq_mul_div, Complex.mul_conj, Complex.normSq_eq_norm_sq,
      Complex.ofReal_pow, pow_two, mul_div_assoc, div_self hn, mul_one]
  rcases r with ⟨m, _ | _⟩
  · have hp : phase (k * (m - 1)) = phase (k * m) * phase (-k) := by
      rw [show k * (m - 1) = k * m + -k by ring]
      exact AddChar.map_add_eq_mul ZMod.stdAddChar (k * m) (-k)
    simp only [hamiltonian, orbital, hp]
    linear_combination (-(s * phase (k * m) / ((√(2 * (N : ℝ)) : ℝ) : ℂ))) * hu
  · have hp : phase (k * (m + 1)) = phase (k * m) * phase k := by
      rw [show k * (m + 1) = k * m + k by ring]
      exact AddChar.map_add_eq_mul ZMod.stdAddChar (k * m) k
    simp only [hamiltonian, orbital, hp]
    linear_combination (phase (k * m) / ((√(2 * (N : ℝ)) : ℝ) : ℂ)) * hv
      + ((‖bloch t1 t2 k‖ : ℝ) * relPhase t1 t2 k * phase (k * m)
        / ((√(2 * (N : ℝ)) : ℝ) : ℂ)) * hs'

/-- For `t1 > t2 > 0`, Bloch orbitals of different wave number are orthogonal; at equal wave number
the overlap is `(1 + s s') / 2`. -/
theorem orbital_overlap {t1 t2 : ℝ} (h2 : 0 < t2) (h12 : t2 < t1) (s s' : ℝ)
    (k k' : ZMod N) :
    ∑ r, conj (orbital t1 t2 s k r) * orbital t1 t2 s' k' r
      = if k = k' then (1 + (s : ℂ) * s') / 2 else 0 := by
  have hR : ((√(2 * (N : ℝ)) : ℝ) : ℂ) ^ 2 = 2 * (N : ℂ) := by
    rw [← Complex.ofReal_pow, Real.sq_sqrt (by positivity)]
    simp
  have hterm : ∀ m : ZMod N,
      ∑ b : Bool, conj (orbital t1 t2 s k (m, b)) * orbital t1 t2 s' k' (m, b)
        = phase (m * (k' - k))
          * ((1 + s * s' * (conj (relPhase t1 t2 k) * relPhase t1 t2 k')) / (2 * (N : ℂ))) := by
    intro m
    have hp : phase (m * (k' - k)) = conj (phase (k * m)) * phase (k' * m) := by
      rw [(phase_conj _).1, show m * (k' - k) = -(k * m) + k' * m by ring]
      exact AddChar.map_add_eq_mul ZMod.stdAddChar (-(k * m)) (k' * m)
    rw [Fintype.sum_bool, hp, ← hR]
    simp only [orbital, map_mul, map_div₀, Complex.conj_ofReal]
    ring
  -- the lattice sum of phases selects equal wave numbers
  have hsum : ∑ m : ZMod N, phase (m * (k' - k)) = if k' - k = 0 then (N : ℂ) else 0 := by
    have h := AddChar.sum_mulShift (k' - k) (ZMod.isPrimitive_stdAddChar N)
    simpa only [phase, ZMod.card, Nat.cast_ite, Nat.cast_zero] using h
  rw [Fintype.sum_prod_type, Finset.sum_congr rfl (fun m _ => hterm m), ← Finset.sum_mul, hsum]
  by_cases h : k = k'
  · subst h
    have hn : ((‖bloch t1 t2 k‖ : ℝ) : ℂ) ≠ 0 :=
      Complex.ofReal_ne_zero.mpr (norm_ne_zero_iff.mpr (bloch_ne_zero h2 h12 k))
    have hu : conj (relPhase t1 t2 k) * relPhase t1 t2 k = 1 := by
      rw [relPhase, map_div₀, Complex.conj_ofReal, div_mul_div_comm,
        mul_comm (conj (bloch t1 t2 k)), Complex.mul_conj, Complex.normSq_eq_norm_sq,
        Complex.ofReal_pow, pow_two, div_self (mul_ne_zero hn hn)]
    have hN : (N : ℂ) ≠ 0 := Nat.cast_ne_zero.mpr (NeZero.ne N)
    rw [hu, if_pos (sub_self k), if_pos rfl, mul_one]
    field_simp
  · rw [if_neg (sub_ne_zero.mpr (Ne.symm h)), if_neg h, zero_mul]

/-- The density matrix of the filled lower band is real. -/
theorem density_real (t1 t2 : ℝ) (r r' : ZMod N × Bool) :
    conj (density t1 t2 r r') = density t1 t2 r r' := by
  have ho : ∀ (k : ZMod N) (q : ZMod N × Bool),
      conj (orbital t1 t2 1 k q) = orbital t1 t2 1 (-k) q := by
    intro k q
    have hb : bloch t1 t2 (-k) = conj (bloch t1 t2 k) := by
      simp only [bloch, map_add, map_mul, Complex.conj_ofReal, (phase_conj k).1]
    rcases q with ⟨m, _ | _⟩ <;>
      simp only [orbital, relPhase, hb, map_mul, map_div₀, Complex.conj_ofReal,
        (phase_conj _).1, Complex.norm_conj, neg_mul]
  -- reversing all wave numbers permutes the occupied orbitals
  rw [density, map_sum]
  refine Fintype.sum_equiv (Equiv.neg _) _ _ (fun k => ?_)
  simp only [map_mul, Equiv.neg_apply, ho]

/-- The two bond orders as sums over the wave numbers of the filled band. -/
theorem bond_orders (t1 t2 : ℝ) (m : ZMod N) :
    intracell t1 t2 m
      = ∑ k : ZMod N, (t1 + t2 * (phase k).re) / (2 * N * ‖bloch t1 t2 k‖) ∧
    intercell t1 t2 m
      = ∑ k : ZMod N, (t2 + t1 * (phase k).re) / (2 * N * ‖bloch t1 t2 k‖) := by
  have hR : ((√(2 * (N : ℝ)) : ℝ) : ℂ) ^ 2 = 2 * (N : ℂ) := by
    rw [← Complex.ofReal_pow, Real.sq_sqrt (by positivity)]
    simp
  have key : ∀ k : ZMod N, orbital t1 t2 1 k (m, false) * conj (orbital t1 t2 1 k (m, true))
      = ((1 / (2 * N * ‖bloch t1 t2 k‖) : ℝ) : ℂ) * conj (bloch t1 t2 k) := by
    intro k
    simp only [orbital, relPhase, map_mul, map_div₀, Complex.conj_ofReal]
    push_cast
    rw [← hR]
    linear_combination (conj (bloch t1 t2 k) / ((‖bloch t1 t2 k‖ : ℝ)
      * ((√(2 * (N : ℝ)) : ℝ) : ℂ) ^ 2)) * (phase_conj (k * m)).2
  constructor
  · rw [intracell, density, Complex.re_sum]
    refine Finset.sum_congr rfl (fun k _ => ?_)
    have hr : (bloch t1 t2 k).re = t1 + t2 * (phase k).re := by simp [bloch]
    rw [key, Complex.re_ofReal_mul, Complex.conj_re, hr]
    ring
  · rw [intercell, density, Complex.re_sum]
    refine Finset.sum_congr rfl (fun k _ => ?_)
    -- moving to the next cell multiplies the amplitude by one Bloch phase
    have hp : orbital t1 t2 1 k (m + 1, false) = phase k * orbital t1 t2 1 k (m, false) := by
      have h : phase (k * (m + 1)) = phase (k * m) * phase k := by
        rw [show k * (m + 1) = k * m + k by ring]
        exact AddChar.map_add_eq_mul ZMod.stdAddChar (k * m) k
      simp only [orbital, h]
      ring
    have hb : phase k * conj (bloch t1 t2 k) = t1 * phase k + t2 := by
      simp only [bloch, map_add, map_mul, Complex.conj_ofReal]
      linear_combination (t2 : ℂ) * (phase_conj k).2
    have hr : ((t1 : ℂ) * phase k + t2).re = t2 + t1 * (phase k).re := by
      simp [add_comm]
    rw [hp, mul_assoc, key, mul_left_comm, hb, Complex.re_ofReal_mul, hr]
    ring

/-- With the lower band filled and `t1 > t2 > 0`, the intracell bond order strictly exceeds
the magnitude of the intercell bond order in every ring of at least two cells. -/
theorem abs_intercell_lt_intracell {t1 t2 : ℝ} (hN : 2 ≤ N) (h2 : 0 < t2) (h12 : t2 < t1)
    (m : ZMod N) : |intercell t1 t2 m| < intracell t1 t2 m := by
  obtain ⟨hi, hj⟩ := bond_orders t1 t2 m
  have hd : ∀ k : ZMod N, 0 < 2 * (N : ℝ) * ‖bloch t1 t2 k‖ := fun k =>
    mul_pos (mul_pos two_pos (Nat.cast_pos.mpr (by omega)))
      (norm_pos_iff.mpr (bloch_ne_zero h2 h12 k))
  have hx := fun k : ZMod N => abs_le.mp (phase_re_abs k)
  have h0 : phase (0 : ZMod N) = 1 := AddChar.map_zero_eq_one ZMod.stdAddChar
  -- the smallest nonzero wave number has cosine below one
  have h1 : (phase (1 : ZMod N)).re < 1 := by
    refine lt_of_le_of_ne (hx 1).2 (fun h => ?_)
    have hq := (phase_conj (1 : ZMod N)).2
    rw [Complex.mul_conj] at hq
    have hq' : Complex.normSq (phase (1 : ZMod N)) = 1 := by exact_mod_cast hq
    rw [Complex.normSq_apply, h] at hq'
    have him : (phase (1 : ZMod N)).im = 0 := mul_self_eq_zero.mp (by linarith)
    have he : phase (1 : ZMod N) = phase (0 : ZMod N) := by
      rw [h0]
      exact Complex.ext (by simpa using h) (by simpa using him)
    have : Fact (1 < N) := ⟨by omega⟩
    have hz : (1 : ZMod N) = 0 := ZMod.injective_stdAddChar he
    exact one_ne_zero hz
  have hsum : 0 < intracell t1 t2 m + intercell t1 t2 m := by
    rw [hi, hj, ← Finset.sum_add_distrib]
    refine Finset.sum_pos' (fun k _ => ?_) ⟨0, Finset.mem_univ _, ?_⟩
    · rw [← add_div]
      refine div_nonneg ?_ (hd k).le
      nlinarith [mul_nonneg (by linarith : 0 ≤ t1 + t2)
        (by linarith [(hx k).1] : 0 ≤ 1 + (phase k).re)]
    · rw [← add_div]
      refine div_pos ?_ (hd 0)
      rw [h0, Complex.one_re]
      linarith
  have hdiff : 0 < intracell t1 t2 m - intercell t1 t2 m := by
    rw [hi, hj, ← Finset.sum_sub_distrib]
    refine Finset.sum_pos' (fun k _ => ?_) ⟨1, Finset.mem_univ _, ?_⟩
    · rw [← sub_div]
      refine div_nonneg ?_ (hd k).le
      nlinarith [mul_nonneg (sub_pos.mpr h12).le (sub_nonneg.mpr (hx k).2)]
    · rw [← sub_div]
      refine div_pos ?_ (hd 1)
      nlinarith [mul_pos (sub_pos.mpr h12) (sub_pos.mpr h1)]
  exact abs_lt.mpr ⟨by linarith, by linarith⟩

/-- For `t1 > t2 > 0` and at least two cells, the bond order weighted by its Hamiltonian element is
lower for the intracell bond than for the intercell bond. -/
theorem weighted_bond_order_lt {t1 t2 : ℝ} (hN : 2 ≤ N) (h2 : 0 < t2) (h12 : t2 < t1)
    (m : ZMod N) : -t1 * intracell t1 t2 m < -t2 * intercell t1 t2 m := by
  have h := abs_intercell_lt_intracell hN h2 h12 m
  have hp : 0 < intracell t1 t2 m := (abs_nonneg _).trans_lt h
  have hlt : intercell t1 t2 m < intracell t1 t2 m := (le_abs_self _).trans_lt h
  nlinarith [mul_pos (sub_pos.mpr h12) hp, mul_pos h2 (sub_pos.mpr hlt)]

/-- In a ring of a single cell the two bond orders coincide. -/
theorem single_cell (t1 t2 : ℝ) (m : ZMod 1) : intracell t1 t2 m = intercell t1 t2 m := by
  have hm : m + 1 = m := Subsingleton.elim _ _
  rw [intracell, intercell, hm]

end

end DimerisedRing
```

```lean
#print axioms DimerisedRing.orbital_overlap
#print axioms DimerisedRing.density_real
#print axioms DimerisedRing.weighted_bond_order_lt
#print axioms DimerisedRing.single_cell
```

```
'DimerisedRing.orbital_overlap' depends on axioms: [propext, Classical.choice, Quot.sound]
'DimerisedRing.density_real' depends on axioms: [propext, Classical.choice, Quot.sound]
'DimerisedRing.weighted_bond_order_lt' depends on axioms: [propext, Classical.choice, Quot.sound]
'DimerisedRing.single_cell' depends on axioms: [propext, Classical.choice, Quot.sound]
```

**How the proof follows the derivation.** `phase_conj` and `phase_re_abs` supply $\overline{e^{i\theta_k}}=e^{-i\theta_k}$, unit modulus and $|\cos\theta_k|\le1$. `bloch_ne_zero` uses the last of these to show that $f_k$ never vanishes.

`hamiltonian_orbital` treats the two kinds of site separately. Its facts `hu` and `hv` are $u_k\bar f_k=|f_k|$ and $|f_k|u_k=f_k$, and `linear_combination` inserts them into the eigenvalue equation. `orbital_overlap` factors each cell's contribution into a phase and a constant, then applies Mathlib's orthogonality sum for additive characters. These two theorems justify calling `s = 1` the lower band.

`density_real` conjugates every orbital, which turns $k$ into $-k$, and relabels the sum. Taking real parts in the definitions therefore discards nothing.

`bond_orders` derives the two cosine sums. Its step `key` evaluates one intracell term, and `hp` supplies the extra phase for the neighbouring cell.

In the main theorem, `hsum` and `hdiff` are the positivity of $p_1+p_2$ and $p_1-p_2$. Each uses `Finset.sum_pos'`, which asks for nonnegative terms and one positive term, here at `0` and `1` respectively. The strict inequality `h1` is proved by contradiction: if $\cos\theta_1=1$, then $e^{i\theta_1}=1$, and injectivity of the character would force $1=0$ in `ZMod N`.

`single_cell` shows why the main theorem needs two cells. For $N=1$ the next cell is the same cell, so $p_1=p_2$ and the strict inequality fails.

**In a band-structure code.** A ring of $N$ cells corresponds to a uniform mesh of $N$ $k$-points that includes $\Gamma$. For this model, if both sites of cell $m$ carry the same Bloch phase $e^{i\theta_k m}$, as here, the code diagonalises a $2\times2$ matrix at each point, takes the normalised lower eigenvector and averages the product of its first component and the conjugate of its second. For the intercell bond it includes the factor $e^{i\theta_k}$ before averaging. With $\Gamma$ alone, both averages are $1/2$, and the weighted bond orders differ only through the hoppings.

**With the hoppings exchanged.** If $t_2>t_1>0$, the same sum and difference give $|p_1|<p_2$ by hand for $N\ge2$: the larger bond order moves to the intercell bond, along with the stronger hopping.
